# For a uniaxial dielectric tensor with unequal positive principal values, the averaged inverse head exceeds the inverse of the averaged head

Take an idealised uniaxial crystal whose dielectric constant is 1 across the optical axis and 2 along it. The value 1 means no screening at all; a real crystal lies above it, and it is used here and below to keep the numbers simple. A long-wavelength longitudinal field points along its wave vector. If that direction makes an angle with cosine $t$ to the axis, the field is screened by $1+t^2$, the head of the dielectric tensor in that direction. For directions spread evenly over the sphere, $t$ is spread evenly over $[-1,1]$, and by symmetry $[0,1]$ is enough. The averages of the head and of its inverse are

$$\int_0^1(1+t^2)\,dt=\frac43,\qquad \int_0^1\frac{dt}{1+t^2}=\frac{\pi}{4}\approx0.785 .$$

Inverting the averaged head gives $0.75$, which is too small. The axis alone gives $0.5$ and a perpendicular direction gives $1$. The function $1/x$ is convex, so weakly screened directions raise the average of the inverse by more than strongly screened ones lower it.

In a GW calculation, this average enters the $q\to0$ part of the screened interaction when the tensor is static and uniaxial and the small region around $q=0$ is taken as a sphere. Using the inverse of the averaged tensor there makes that part too weak.

```lean
import Mathlib

open Matrix Real

namespace UniaxialInverseHead

noncomputable section
```

## The tensor, the direction and the average

Let $a$ be the principal value across the axis and $c$ the one along it. In the frame of the crystal the tensor is $\varepsilon=\mathrm{diag}(a,a,c)$, a real $3\times3$ matrix with the optical axis as its third direction.

```lean
/-- The uniaxial dielectric tensor with principal values `a`, `a` across the axis and `c`
along it. -/
def uniaxialTensor (a c : ℝ) : Matrix (Fin 3) (Fin 3) ℝ := Matrix.diagonal ![a, a, c]
```

A direction is the unit vector $n=(\sin\theta\cos\varphi,\ \sin\theta\sin\varphi,\ \cos\theta)$, with $\theta$ measured from the optical axis.

```lean
/-- The unit vector with polar angle `θ` from the optical axis and azimuth `φ`. -/
def direction (θ φ : ℝ) : Fin 3 → ℝ := ![sin θ * cos φ, sin θ * sin φ, cos θ]
```

The head along $n$ is the quadratic form $n\cdot\varepsilon n$. In Lean, `*ᵥ` applies the matrix to the vector and `⬝ᵥ` is the dot product.

```lean
/-- The long-wavelength dielectric head `n · ε n` seen along the direction `n`. -/
def head (ε : Matrix (Fin 3) (Fin 3) ℝ) (n : Fin 3 → ℝ) : ℝ := n ⬝ᵥ ε *ᵥ n
```

The average of the inverse head is taken over the full solid angle:

$$\langle 1/\varepsilon\rangle=\frac1{4\pi}\int_0^{2\pi}\!d\varphi\int_0^{\pi}\!d\theta\,\frac{\sin\theta}{n\cdot\varepsilon n}.$$

The tensor is an input here: it is the macroscopic tensor, with local-field effects already included. The head $n\cdot\varepsilon n$ is therefore the reciprocal of the $G=G'=0$ element of the inverse dielectric matrix as $q\to0$ along $n$, and in general not the $G=G'=0$ element of the dielectric matrix itself. The calculation of the tensor from a response function, its frequency dependence and the shape of a Brillouin-zone cell are not modelled.

```lean
/-- The average of the inverse head `1 / (n · ε n)` over the full solid angle, for a tensor
whose head vanishes in no direction. -/
def averagedInverseHead (ε : Matrix (Fin 3) (Fin 3) ℝ) : ℝ :=
  1 / (4 * π) * ∫ φ in (0 : ℝ)..(2 * π), ∫ θ in (0 : ℝ)..π,
    1 / head ε (direction θ φ) * sin θ
```

## The head depends on one angle

Multiplying out and using $\cos^2\varphi+\sin^2\varphi=1$, then $\sin^2\theta=1-\cos^2\theta$, gives

$$n\cdot\varepsilon n=a\sin^2\theta+c\cos^2\theta=a+(c-a)\cos^2\theta .$$

The `linear_combination` step in the proof uses these same two Pythagorean identities.

```lean
/-- The head of a uniaxial tensor depends only on the angle to the optical axis. -/
theorem head_direction (a c θ φ : ℝ) :
    head (uniaxialTensor a c) (direction θ φ) = a + (c - a) * cos θ ^ 2 := by
  simp only [head, uniaxialTensor, direction, dotProduct, Fin.sum_univ_three,
    Matrix.mulVec_diagonal]
  simp
  linear_combination a * sin θ ^ 2 * sin_sq_add_cos_sq φ + a * sin_sq_add_cos_sq θ
```

Both principal values are assumed positive, as they are for the static electronic screening of an insulator; a metal, whose static head diverges, is not covered. With $t^2\le1$, the head is at least $a$ when $a\le c$. When $c\le a$, it is at least $c$, because

$$a+(c-a)t^2=c+(a-c)(1-t^2).$$

If the principal values had opposite signs, the head would vanish in some direction: for $a=1$, $c=-1$, a purely mathematical example that no static insulator realises, the head $1-2t^2$ vanishes at $t=1/\sqrt2$, and the integral of its inverse diverges.

```lean
/-- With positive principal values the head is positive for every direction cosine `t`. -/
theorem head_pos {a c t : ℝ} (ha : 0 < a) (hc : 0 < c) (ht : t ^ 2 ≤ 1) :
    0 < a + (c - a) * t ^ 2 := by
  rcases le_total a c with h | h
  · nlinarith [mul_nonneg (sub_nonneg.mpr h) (sq_nonneg t)]
  · nlinarith [mul_nonneg (sub_nonneg.mpr h) (sub_nonneg.mpr ht)]
```

A positive continuous head has a continuous inverse, which is therefore integrable on the intervals below.

```lean
private theorem continuousOn_inverse {a c : ℝ} (ha : 0 < a) (hc : 0 < c) {s : Set ℝ}
    (hs : ∀ t ∈ s, t ^ 2 ≤ 1) : ContinuousOn (fun t : ℝ => 1 / (a + (c - a) * t ^ 2)) s :=
  ContinuousOn.div continuousOn_const (Continuous.continuousOn (by fun_prop))
    (fun t ht => (head_pos ha hc (hs t ht)).ne')
```

The bounds will also need an elementary integral, $\int_0^1(\alpha+\beta t^2)\,dt=\alpha+\beta/3$, obtained from the antiderivative $\alpha t+\beta t^3/3$.

```lean
private theorem integral_quadratic (α β : ℝ) :
    ∫ t in (0 : ℝ)..1, (α + β * t ^ 2) = α + β / 3 := by
  have hd : ∀ t ∈ Set.uIcc (0 : ℝ) 1,
      HasDerivAt (fun t : ℝ => α * t + β / 3 * t ^ 3) (α + β * t ^ 2) t := fun t _ =>
    (((hasDerivAt_id' t).const_mul α).fun_add
      ((hasDerivAt_pow 3 t).const_mul (β / 3))).congr_deriv (by norm_num; ring)
  rw [intervalIntegral.integral_eq_sub_of_hasDerivAt hd
    (Continuous.intervalIntegrable (by fun_prop) _ _)]
  ring
```

## From the sphere to a single integral

The integrand does not depend on $\varphi$, so the azimuth contributes $2\pi$. Substituting $t=-\cos\theta$, $dt=\sin\theta\,d\theta$, and using that the integrand is even in $t$, we get

$$\langle1/\varepsilon\rangle=\frac12\int_{-1}^{1}\frac{dt}{a+(c-a)t^2}=\int_0^1\frac{dt}{a+(c-a)t^2}.$$

In the proof, `h` is the substitution, `hneg` maps one hemisphere to the other, and `hsplit` divides the integral at $t=0$.

```lean
/-- The solid-angle average of the inverse head is a single integral over the direction
cosine `t` to the optical axis. -/
theorem average_eq_integral {a c : ℝ} (ha : 0 < a) (hc : 0 < c) :
    averagedInverseHead (uniaxialTensor a c) =
      ∫ t in (0 : ℝ)..1, 1 / (a + (c - a) * t ^ 2) := by
  -- substitute t = -cos θ
  have h := intervalIntegral.integral_comp_mul_deriv' (a := 0) (b := π)
    (f := fun θ => -cos θ) (f' := sin) (g := fun t : ℝ => 1 / (a + (c - a) * t ^ 2))
    (fun θ _ => (hasDerivAt_cos θ).fun_neg.congr_deriv (neg_neg _))
    continuous_sin.continuousOn
    (continuousOn_inverse ha hc (by
      rintro _ ⟨θ, -, rfl⟩
      nlinarith [sin_sq_add_cos_sq θ, sq_nonneg (sin θ)]))
  simp only [Function.comp_apply, cos_zero, cos_pi, neg_neg, neg_sq] at h
  -- the two hemispheres contribute equally
  have hneg := intervalIntegral.integral_comp_neg (a := 0) (b := 1)
    (fun t : ℝ => 1 / (a + (c - a) * t ^ 2))
  simp only [neg_sq, neg_zero] at hneg
  have hl : IntervalIntegrable (fun t : ℝ => 1 / (a + (c - a) * t ^ 2))
      MeasureTheory.volume (-1) 0 :=
    (continuousOn_inverse ha hc (fun t ht => by
      rw [Set.uIcc_of_le (by norm_num)] at ht
      nlinarith [ht.1, ht.2])).intervalIntegrable
  have hr : IntervalIntegrable (fun t : ℝ => 1 / (a + (c - a) * t ^ 2))
      MeasureTheory.volume 0 1 :=
    (continuousOn_inverse ha hc (fun t ht => by
      rw [Set.uIcc_of_le (by norm_num)] at ht
      nlinarith [ht.1, ht.2])).intervalIntegrable
  have hsplit := intervalIntegral.integral_add_adjacent_intervals hl hr
  have h4 : 4 * π ≠ 0 := by positivity
  simp only [averagedInverseHead, head_direction]
  rw [intervalIntegral.integral_const, smul_eq_mul, h, ← hsplit, ← hneg,
    div_mul_eq_mul_div, div_eq_iff h4]
  ring
```

## The arctangent

Now let $0<a<c$ and set $k=\sqrt{(c-a)/a}$. Then $ak^2=c-a$, so the head is $a(1+k^2t^2)$, and

$$\frac{d}{dt}\,\frac{\arctan(kt)}{ak}=\frac{1}{a(1+k^2t^2)} .$$

Evaluating between $0$ and $1$, with $ak=\sqrt{a(c-a)}$, gives

$$\langle1/\varepsilon\rangle=\frac{\arctan\sqrt{(c-a)/a}}{\sqrt{a(c-a)}} .$$

For $a=1$, $c=4$ we have $k=\sqrt3$ and $\arctan\sqrt3=\pi/3$, so the average is $\pi/(3\sqrt3)\approx0.605$.

The proof establishes the two relations for the square root first, and then replaces the root by a plain variable `k` before differentiating.

```lean
/-- For `0 < a < c` the averaged inverse head is an arctangent of the anisotropy. -/
theorem average_eq_arctan {a c : ℝ} (ha : 0 < a) (hac : a < c) :
    averagedInverseHead (uniaxialTensor a c) =
      arctan (√((c - a) / a)) / √(a * (c - a)) := by
  have hq : 0 < (c - a) / a := div_pos (sub_pos.mpr hac) ha
  have hs : √(a * (c - a)) = a * √((c - a) / a) := by
    rw [show a * (c - a) = a ^ 2 * ((c - a) / a) by field_simp,
      sqrt_mul (sq_nonneg a), sqrt_sq ha.le]
  have hk : 0 < √((c - a) / a) := sqrt_pos.mpr hq
  have hk2 : a * √((c - a) / a) ^ 2 = c - a := by
    rw [sq_sqrt hq.le]
    field_simp
  rw [average_eq_integral ha (ha.trans hac), hs]
  generalize √((c - a) / a) = k at hk hk2 ⊢
  have hd : ∀ t ∈ Set.uIcc (0 : ℝ) 1, HasDerivAt (fun t : ℝ => arctan (k * t) / (a * k))
      (1 / (a + (c - a) * t ^ 2)) t := by
    intro t _
    refine (((hasDerivAt_id' t).const_mul k).arctan.div_const (a * k)).congr_deriv ?_
    have hp : 1 + (k * t) ^ 2 ≠ 0 := by positivity
    rw [show a + (c - a) * t ^ 2 = a * (1 + (k * t) ^ 2) by
      linear_combination (-t ^ 2) * hk2]
    field_simp
  rw [intervalIntegral.integral_eq_sub_of_hasDerivAt hd
    (continuousOn_inverse ha (ha.trans hac) (fun t ht => by
      rw [Set.uIcc_of_le (by norm_num)] at ht
      nlinarith [ht.1, ht.2])).intervalIntegrable]
  simp
```

## A tangent line gives the lower bound

Averaging the tensor over all orientations leaves the isotropic value $M/3$, where $M=2a+c$. Its inverse is $3/M$. Compare $1/x$ with its tangent at $x=M/3$:

$$\frac1x-\left(\frac6M-\frac{9x}{M^2}\right)=\frac{(3x-M)^2}{xM^2}\ \ge0\qquad(x>0).$$

Put $x=a+(c-a)t^2$ and integrate over $t$. The integral of $x$ is $a+(c-a)/3=M/3$, so the tangent integrates to $6/M-3/M=3/M$. At $t=0$ the squared factor is $(a-c)^2$, which is positive when $a\ne c$. Since both functions are continuous, a strict inequality at one point makes the inequality of the integrals strict.

The condition $a\neq c$ matters. For $a=c=1$ the head is 1 in every direction, the average and $3/(2a+c)$ are both 1, and the strict inequality fails.

In the proof, `tangent` is the identity above, `gap` is the same identity along the path in $t$, and `hle` and `hlt` supply the weak and the strict comparison.

```lean
/-- For unequal positive principal values the inverse of the averaged tensor lies strictly below the
averaged inverse head. -/
theorem inverse_mean_lt_average {a c : ℝ} (ha : 0 < a) (hc : 0 < c) (hne : a ≠ c) :
    3 / (2 * a + c) < averagedInverseHead (uniaxialTensor a c) := by
  rw [average_eq_integral ha hc]
  obtain ⟨M, hM⟩ : ∃ M, M = 2 * a + c := ⟨_, rfl⟩
  have hM0 : 0 < M := by rw [hM]; positivity
  rw [← hM]
  -- distance between 1/x and its tangent at the mean principal value M/3
  have tangent : ∀ x : ℝ, x ≠ 0 →
      1 / x - (6 / M - 9 * x / M ^ 2) = (3 * x - M) ^ 2 / (x * M ^ 2) := by
    intro x hx
    field_simp
    ring
  have gap : ∀ t : ℝ, t ^ 2 ≤ 1 → 1 / (a + (c - a) * t ^ 2) -
      ((6 / M - 9 * a / M ^ 2) + (-9 * (c - a) / M ^ 2) * t ^ 2) =
      (3 * (a + (c - a) * t ^ 2) - M) ^ 2 / ((a + (c - a) * t ^ 2) * M ^ 2) := by
    intro t ht
    rw [← tangent _ (head_pos ha hc ht).ne']
    ring
  have hle : ∀ t ∈ Set.Ioc (0 : ℝ) 1,
      (6 / M - 9 * a / M ^ 2) + (-9 * (c - a) / M ^ 2) * t ^ 2 ≤
        1 / (a + (c - a) * t ^ 2) := by
    intro t ht
    have h1 : t ^ 2 ≤ 1 := by nlinarith [ht.1, ht.2]
    rw [← sub_nonneg, gap t h1]
    exact div_nonneg (sq_nonneg _) (mul_pos (head_pos ha hc h1) (pow_pos hM0 2)).le
  have hlt : (6 / M - 9 * a / M ^ 2) + (-9 * (c - a) / M ^ 2) * (0 : ℝ) ^ 2 <
      1 / (a + (c - a) * (0 : ℝ) ^ 2) := by
    have h1 : (0 : ℝ) ^ 2 ≤ 1 := by norm_num
    have h2 : 3 * (a + (c - a) * (0 : ℝ) ^ 2) - M ≠ 0 := by
      intro h
      apply hne
      rw [hM] at h
      linarith
    rw [← sub_pos, gap 0 h1]
    exact div_pos (lt_of_le_of_ne (sq_nonneg _) (pow_ne_zero 2 h2).symm)
      (mul_pos (head_pos ha hc h1) (pow_pos hM0 2))
  have h := intervalIntegral.integral_lt_integral_of_continuousOn_of_le_of_exists_lt
    (zero_lt_one' ℝ) (Continuous.continuousOn (by fun_prop))
    (continuousOn_inverse ha hc (fun t ht => by nlinarith [ht.1, ht.2]))
    hle ⟨0, by norm_num, hlt⟩
  rw [integral_quadratic] at h
  have hval : (6 / M - 9 * a / M ^ 2) + (-9 * (c - a) / M ^ 2) / 3 = 3 / M := by
    rw [show c = M - 2 * a by linarith]
    field_simp
    ring
  rwa [hval] at h
```

## A chord gives the upper bound

A convex function lies below its chord. With $s=t^2$ and $x=a+(c-a)s$,

$$\frac1a+\left(\frac1c-\frac1a\right)s-\frac1x=\frac{s(1-s)(c-a)^2}{a\,c\,x}\ \ge0 .$$

Integrating the chord over $t$ gives

$$\frac1a+\frac13\left(\frac1c-\frac1a\right)=\frac13\left(\frac1a+\frac1a+\frac1c\right),$$

the mean of the three inverse principal values. The gap closes at $t=0$ and $t=1$, so the proof takes its strict point at $t=1/2$. For $a=1$, $c=4$ this bound is $0.75$, above the true average of $0.605$.

```lean
/-- For unequal positive principal values the averaged inverse head lies strictly below the mean of
the three inverse principal values. -/
theorem average_lt_mean_inverse {a c : ℝ} (ha : 0 < a) (hc : 0 < c) (hne : a ≠ c) :
    averagedInverseHead (uniaxialTensor a c) < (1 / a + 1 / a + 1 / c) / 3 := by
  rw [average_eq_integral ha hc]
  -- distance between 1/x and its chord from a to c
  have gap : ∀ t : ℝ, t ^ 2 ≤ 1 →
      (1 / a + (1 / c - 1 / a) * t ^ 2) - 1 / (a + (c - a) * t ^ 2) =
      t ^ 2 * (1 - t ^ 2) * (c - a) ^ 2 / (a * c * (a + (c - a) * t ^ 2)) := by
    have chord : ∀ s x : ℝ, x ≠ 0 → x = a + (c - a) * s →
        (1 / a + (1 / c - 1 / a) * s) - 1 / x =
          s * (1 - s) * (c - a) ^ 2 / (a * c * x) := by
      intro s x hx hxs
      field_simp
      rw [hxs]
      ring
    intro t ht
    exact chord (t ^ 2) _ (head_pos ha hc ht).ne' rfl
  have hle : ∀ t ∈ Set.Ioc (0 : ℝ) 1,
      1 / (a + (c - a) * t ^ 2) ≤ 1 / a + (1 / c - 1 / a) * t ^ 2 := by
    intro t ht
    have h1 : t ^ 2 ≤ 1 := by nlinarith [ht.1, ht.2]
    rw [← sub_nonneg, gap t h1]
    exact div_nonneg (mul_nonneg (mul_nonneg (sq_nonneg _) (sub_nonneg.mpr h1))
      (sq_nonneg _)) (mul_pos (mul_pos ha hc) (head_pos ha hc h1)).le
  have hlt : 1 / (a + (c - a) * (1 / 2 : ℝ) ^ 2) <
      1 / a + (1 / c - 1 / a) * (1 / 2 : ℝ) ^ 2 := by
    have h1 : (1 / 2 : ℝ) ^ 2 ≤ 1 := by norm_num
    have h2 : 0 < (c - a) ^ 2 :=
      lt_of_le_of_ne (sq_nonneg _) (pow_ne_zero 2 (sub_ne_zero.mpr hne.symm)).symm
    rw [← sub_pos, gap _ h1]
    exact div_pos (mul_pos (by norm_num) h2) (mul_pos (mul_pos ha hc) (head_pos ha hc h1))
  have h := intervalIntegral.integral_lt_integral_of_continuousOn_of_le_of_exists_lt
    (zero_lt_one' ℝ)
    (continuousOn_inverse ha hc (fun t ht => by nlinarith [ht.1, ht.2]))
    (Continuous.continuousOn (by fun_prop)) hle ⟨1 / 2, by norm_num, hlt⟩
  rw [integral_quadratic] at h
  linarith
```

## The order of the four values when the axis screens more strongly

For $0<a<c$, two comparisons remain. The inequality $1/c<3/(2a+c)$ is equivalent to $2a+c<3c$, hence to $a<c$. And because $1/c<1/a$, the chord bound is itself below $1/a$. Together,

$$\frac1c<\frac3{2a+c}<\langle1/\varepsilon\rangle<\frac1a .$$

For $a=1$, $c=4$ this reads $0.25<0.5<0.605<1$: the inverse of the averaged tensor lies about 17 per cent below the averaged inverse head.

The theorem takes two hypotheses, `0 < a` and `a < c`, and states the arctangent formula together with the three strict inequalities. Neither principal direction, nor the averaged tensor, therefore reproduces the averaged inverse head.

```lean
/-- For `0 < a < c` the averaged inverse head has the arctangent form and differs from the
inverse of the averaged tensor and from both inverse principal values, in the order shown. -/
theorem uniaxial_inverse_head {a c : ℝ} (ha : 0 < a) (hac : a < c) :
    averagedInverseHead (uniaxialTensor a c) =
        arctan (√((c - a) / a)) / √(a * (c - a)) ∧
      1 / c < 3 / (2 * a + c) ∧
      3 / (2 * a + c) < averagedInverseHead (uniaxialTensor a c) ∧
      averagedInverseHead (uniaxialTensor a c) < 1 / a := by
  have hc := ha.trans hac
  refine ⟨average_eq_arctan ha hac, ?_, inverse_mean_lt_average ha hc hac.ne, ?_⟩
  · rw [div_lt_div_iff₀ hc (by positivity)]
    linarith
  · linarith [average_lt_mean_inverse ha hc hac.ne, one_div_lt_one_div_of_lt ha hac]
```

## The reversed order

If $0<c<a$, the axis is the weakly screened direction. Now $1/a<3/(2a+c)$ is equivalent to $c<a$, and the chord bound is below $1/c$. The tangent and chord arguments required only $a\ne c$, so they apply unchanged:

$$\frac1a<\frac3{2a+c}<\langle1/\varepsilon\rangle<\frac1c .$$

This theorem states the ordering only, without a closed form for the average.

```lean
/-- For `0 < c < a` the two inverse principal values exchange their places around the inverse
of the averaged tensor and the averaged inverse head. -/
theorem uniaxial_inverse_head_reversed {a c : ℝ} (hc : 0 < c) (hca : c < a) :
    1 / a < 3 / (2 * a + c) ∧
      3 / (2 * a + c) < averagedInverseHead (uniaxialTensor a c) ∧
      averagedInverseHead (uniaxialTensor a c) < 1 / c := by
  have ha := hc.trans hca
  refine ⟨?_, inverse_mean_lt_average ha hc hca.ne', ?_⟩
  · rw [div_lt_div_iff₀ ha (by positivity)]
    linarith
  · linarith [average_lt_mean_inverse ha hc hca.ne', one_div_lt_one_div_of_lt hc hca]

end

end UniaxialInverseHead
```

```lean
#print axioms UniaxialInverseHead.uniaxial_inverse_head
-- 'UniaxialInverseHead.uniaxial_inverse_head' depends on axioms: [propext, Classical.choice, Quot.sound]
#print axioms UniaxialInverseHead.uniaxial_inverse_head_reversed
-- 'UniaxialInverseHead.uniaxial_inverse_head_reversed' depends on axioms: [propext, Classical.choice, Quot.sound]
```
